# On a Bravais lattice, a non-uniform periodic cell with random pair correlations between all distinct sites of a set W has at least 2|W| sites

Suppose that a random alloy is to be imitated by a small periodic cell, and a computer searches for a decoration whose pair correlations equal those of the random alloy at a chosen list of separation vectors. The search finds nothing. Without a lower bound on the cell size, the failure is ambiguous: the search may have been poor, or the cell may be too small for any such decoration to exist. For exact matching of the pair correlation at each separation vector on a lattice with one site per primitive cell, a count of sites rules out some cells before the search begins.

## Fluctuations that must cancel

Let G be a finite abelian group with N elements. Its elements are the sites of the periodic cell, and addition is translation with periodic boundary conditions. A decoration is a function σ from G to the real numbers, for instance +1 for one atomic species and −1 for the other. Its mean and its translation-averaged pair correlation at the shift r are

m = (1/N) Σₓ σ(x)

Π(r) = (1/N) Σₓ σ(x) σ(x + r).

If the sites were occupied independently with mean m, the expected product on two different sites would be m². This is the random value that Π(r) is asked to match. The decoration is mixed, or non-uniform, if σ takes at least two different values.

The claim concerns two sets of sites A and B. If σ is mixed and Π(a − b) = m² for all a in A and b in B with a ≠ b, then

|A| + |B| ≤ N.

For the proof, write f(x) = σ(x) − m for the fluctuation at x. The fluctuations add up to zero:

Σₓ f(x) = Nm − Nm = 0.

Let C(r) = Σₓ f(x) f(x + r) be their autocorrelation. Multiplying out gives

C(r) = Σₓ σ(x) σ(x + r) − m Σₓ σ(x) − m Σₓ σ(x + r) + Nm².

A translation only permutes the sites, so both single sums equal Nm, and

C(r) = NΠ(r) − Nm² − Nm² + Nm² = N(Π(r) − m²).

Matching the random value at r therefore means C(r) = 0.

Now suppose that |A| + |B| > N, and fix any shift r. The translate B + r has |B| elements, so A and B + r are too large to be disjoint inside G. They share a site a = b + r, with a in A and b in B, and hence r = a − b. If r ≠ 0, then a ≠ b, and the hypothesis gives C(r) = 0. This holds for every nonzero r.

On the other hand, the sum of C over all shifts is always zero, because for fixed x the site x + r runs once through the cell:

Σᵣ C(r) = Σₓ f(x) Σᵣ f(x + r) = 0.

Only the term r = 0 is left in this sum, so

C(0) = Σₓ f(x)² = 0.

Every f(x) vanishes and σ is uniform, which contradicts the assumption that it is mixed.

With A = B = W the claim becomes 2|W| ≤ N. The weaker bound |W| + 1 ≤ N follows: if W has a member, then |W| + 1 ≤ 2|W|, and if W is empty, the cell still has a site.

For a periodic chain, take W to be the sites 0, 1, …, n, with n < N. Their nonzero differences are ±1, …, ±n, and Π(−r) = Π(r). A mixed chain that matches the random value at the shifts 1, …, n thus has at least 2(n + 1) sites; for the first three shifts this means at least eight.

The argument also gives a neighbouring result. If the correlations in the hypothesis are only required to be at least m², then C(r) ≥ 0 at every nonzero shift of a cell that is too small, while C(0) > 0 for a mixed decoration. The total cannot then be zero, so the same bound follows.

## The cell and its correlations in Lean

The cell is a type `G` with the structure of a finite additive abelian group. For a crystal with one site per primitive cell, it is the group of lattice translations modulo the periods of the supercell. Only the sites that the alloy species share are counted; crystals with several such sites per primitive cell are not described by this model.

```lean
import Mathlib

open Finset

namespace CellSizeBounds

noncomputable section

variable {G : Type*} [AddCommGroup G] [Fintype G]
```

The number of sites N is `Fintype.card G`, and m is `mean σ`.

```lean
/-- The mean of a site variable over the periodic cell `G`. -/
def mean (σ : G → ℝ) : ℝ := (∑ x, σ x) / Fintype.card G
```

The correlation Π(r) is `pairCorr σ r`. The sum has one term for each starting site and is divided by N. The values of σ are arbitrary real numbers, so spins ±1 are a special case.

```lean
/-- The translation-averaged pair correlation of a site variable at the shift `r`. -/
def pairCorr (σ : G → ℝ) (r : G) : ℝ := (∑ x, σ x * σ (x + r)) / Fintype.card G
```

The first lemma is the statement Σₓ f(x) = 0. It splits the sum of differences and uses N · m = Σₓ σ(x), which is `h1` in the proof.

```lean
/-- The fluctuations of a site variable about its mean add up to zero over the cell. -/
theorem sum_fluctuation (σ : G → ℝ) : ∑ x, (σ x - mean σ) = 0 := by
  have hN : (Fintype.card G : ℝ) ≠ 0 := by exact_mod_cast Fintype.card_ne_zero
  have h1 : (Fintype.card G : ℝ) * mean σ = ∑ x, σ x := by
    unfold mean
    field_simp
  rw [Finset.sum_sub_distrib, Finset.sum_const, Finset.card_univ, nsmul_eq_mul, h1, sub_self]
```

The next lemma is the identity C(r) = N(Π(r) − m²). Here `h3` expresses that translation permutes the sites, and `e` is the multiplied-out sum. The last line combines the definitions of m and Π with the coefficients that the calculation by hand requires.

```lean
/-- The autocorrelation of the fluctuations at shift `r` is the number of sites times the
deviation of the pair correlation from the square of the mean. -/
theorem fluctuation_corr (σ : G → ℝ) (r : G) :
    ∑ x, (σ x - mean σ) * (σ (x + r) - mean σ)
      = Fintype.card G * (pairCorr σ r - mean σ ^ 2) := by
  have hN : (Fintype.card G : ℝ) ≠ 0 := by exact_mod_cast Fintype.card_ne_zero
  have h1 : (Fintype.card G : ℝ) * mean σ = ∑ x, σ x := by
    unfold mean
    field_simp
  have h2 : (Fintype.card G : ℝ) * pairCorr σ r = ∑ x, σ x * σ (x + r) := by
    unfold pairCorr
    field_simp
  -- a translation only permutes the sites
  have h3 : ∑ x, σ (x + r) = ∑ x, σ x := Equiv.sum_comp (Equiv.addRight r) σ
  have e : ∑ x, (σ x - mean σ) * (σ (x + r) - mean σ)
      = ∑ x, σ x * σ (x + r) - mean σ * ∑ x, σ x - mean σ * ∑ x, σ (x + r)
        + Fintype.card G * mean σ ^ 2 := by
    have hx : ∀ x, (σ x - mean σ) * (σ (x + r) - mean σ)
        = σ x * σ (x + r) - mean σ * σ x - mean σ * σ (x + r) + mean σ ^ 2 := by
      intro x
      ring
    simp only [hx, Finset.sum_add_distrib, Finset.sum_sub_distrib, ← Finset.mul_sum,
      Finset.sum_const, Finset.card_univ, nsmul_eq_mul]
  rw [e, h3]
  linear_combination 2 * mean σ * h1 - h2
```

Opposite shifts have equal correlations, since relabelling x as x + r turns the pairs (x, x − r) into the pairs (x + r, x). The chain result needs this symmetry.

```lean
/-- The pair correlation is the same at opposite shifts. -/
theorem pairCorr_neg (σ : G → ℝ) (r : G) : pairCorr σ (-r) = pairCorr σ r := by
  unfold pairCorr
  congr 1
  rw [← Equiv.sum_comp (Equiv.addRight r)]
  apply Finset.sum_congr rfl
  intro x _
  simp [mul_comm]
```

## Every shift is a difference when the sets are large

The overlap argument is a lemma about finite sets alone, with no decoration in it. The proof assumes that r is not a difference a − b and concludes that `A` and the translate of `B` by `r` are disjoint. Their union would then have |A| + |B| members, more than the cell has sites.

```lean
/-- If two sets of sites together have more members than the cell has sites, every shift
leads from a site of the second set to a site of the first. -/
theorem exists_sub_eq (A B : Finset G) (h : Fintype.card G < A.card + B.card) (r : G) :
    ∃ a ∈ A, ∃ b ∈ B, a - b = r := by
  classical
  by_contra hc
  -- otherwise `A` and the translate `B + r` would be disjoint
  have hd : Disjoint A (B.image (fun b => b + r)) := by
    refine Finset.disjoint_left.2 fun a ha hb => ?_
    obtain ⟨b, hb', rfl⟩ := Finset.mem_image.1 hb
    exact hc ⟨b + r, ha, b, hb', by simp⟩
  have hle := Finset.card_le_univ (A ∪ B.image (fun b => b + r))
  rw [Finset.card_union_of_disjoint hd,
    Finset.card_image_of_injective _ (add_left_injective r)] at hle
  omega
```

## The bound for two sets

In the main theorem, `hmix` says that the decoration is mixed, and `h` says that the correlation takes the random value at a − b whenever a and b are distinct members of `A` and `B`. The sets may overlap, coincide or be empty. The matching is exact, and only pairs enter; correlations of three or more sites play no part.

The proof assumes that the bound fails and follows the derivation step by step. The statement `hz` is C(r) = 0 for r ≠ 0, obtained from the overlap lemma and the identity for C(r). The statement `htot` is Σᵣ C(r) = 0, where `Finset.sum_comm` exchanges the two sums. Then `hs` reduces the sum over shifts to its term at r = 0, and `hσ` concludes from a vanishing sum of squares that each σ(x) equals the mean.

```lean
/-- Cell-size bound for two sets of sites: if a non-uniform decoration has the random pair
correlation between every site of `A` and every other site of `B`, the cell has at least
`A.card + B.card` sites. -/
theorem card_add_card_le (σ : G → ℝ) (hmix : ∃ x y, σ x ≠ σ y) (A B : Finset G)
    (h : ∀ a ∈ A, ∀ b ∈ B, a ≠ b → pairCorr σ (a - b) = mean σ ^ 2) :
    A.card + B.card ≤ Fintype.card G := by
  by_contra hlt
  -- in a smaller cell the fluctuations are uncorrelated at every nonzero shift
  have hz : ∀ r : G, r ≠ 0 → ∑ x, (σ x - mean σ) * (σ (x + r) - mean σ) = 0 := by
    intro r hr
    obtain ⟨a, ha, b, hb, rfl⟩ := exists_sub_eq A B (not_le.1 hlt) r
    rw [fluctuation_corr, h a ha b hb (sub_ne_zero.1 hr), sub_self, mul_zero]
  -- summed over all shifts, the correlations cancel
  have htot : ∑ r, ∑ x, (σ x - mean σ) * (σ (x + r) - mean σ) = 0 := by
    rw [Finset.sum_comm]
    apply Finset.sum_eq_zero
    intro x _
    have hx : ∑ r, (σ (x + r) - mean σ) = 0 :=
      (Equiv.sum_comp (Equiv.addLeft x) (fun y => σ y - mean σ)).trans (sum_fluctuation σ)
    rw [← Finset.mul_sum, hx, mul_zero]
  have hs : ∑ r, ∑ x, (σ x - mean σ) * (σ (x + r) - mean σ)
      = ∑ x, (σ x - mean σ) * (σ (x + 0) - mean σ) :=
    Finset.sum_eq_single 0 (fun r _ hr => hz r hr) (fun h0 => absurd (Finset.mem_univ _) h0)
  -- so the variance vanishes and the decoration is uniform
  have hv := hs.symm.trans htot
  simp only [add_zero] at hv
  have hσ : ∀ x, σ x = mean σ := fun x =>
    sub_eq_zero.1 (mul_self_eq_zero.1 ((Finset.sum_eq_zero_iff_of_nonneg
      (fun x _ => mul_self_nonneg (σ x - mean σ))).1 hv x (Finset.mem_univ x)))
  obtain ⟨x, y, hxy⟩ := hmix
  exact hxy ((hσ x).trans (hσ y).symm)
```

## One set, and the chain

Taking both sets equal to `W` gives the factor two.

```lean
/-- If a non-uniform decoration has the random pair correlation at every nonzero difference
of sites in `W`, the cell has at least twice as many sites as `W`. -/
theorem two_mul_card_le (σ : G → ℝ) (hmix : ∃ x y, σ x ≠ σ y) (W : Finset G)
    (h : ∀ a ∈ W, ∀ b ∈ W, a ≠ b → pairCorr σ (a - b) = mean σ ^ 2) :
    2 * W.card ≤ Fintype.card G := by
  have := card_add_card_le σ hmix W W h
  omega
```

The weaker bound adds only the observation that a cell has at least one site.

```lean
/-- Under the same conditions the cell has at least one site more than `W`. -/
theorem card_add_one_le (σ : G → ℝ) (hmix : ∃ x y, σ x ≠ σ y) (W : Finset G)
    (h : ∀ a ∈ W, ∀ b ∈ W, a ≠ b → pairCorr σ (a - b) = mean σ ^ 2) :
    W.card + 1 ≤ Fintype.card G := by
  have h2 := two_mul_card_le σ hmix W h
  have hpos : 0 < Fintype.card G := Fintype.card_pos
  omega
```

For the chain, `ZMod N` is the group of integers modulo N, and `NeZero N` excludes N = 0, for which that group would be infinite. The set W is the image of 0, …, n in the chain. The proof first checks that these n + 1 sites are distinct, which is where n < N enters. It then treats the two orders of a pair separately, using the symmetry of Π when the difference is negative.

```lean
/-- A non-uniform periodic chain of `N` sites that has the random pair correlation at the
shifts `1, …, n`, with `n < N`, has at least `2 (n + 1)` sites. -/
theorem chain_bound {N n : ℕ} [NeZero N] (σ : ZMod N → ℝ) (hmix : ∃ x y, σ x ≠ σ y)
    (hn : n < N)
    (h : ∀ k : ℕ, 1 ≤ k → k ≤ n → pairCorr σ (k : ZMod N) = mean σ ^ 2) :
    2 * (n + 1) ≤ N := by
  have key : ∀ i j : ℕ, j < i → i ≤ n →
      pairCorr σ ((i : ZMod N) - (j : ZMod N)) = mean σ ^ 2 := by
    intro i j hji hi
    rw [← Nat.cast_sub hji.le]
    exact h _ (by omega) (by omega)
  -- apply the bound to the segment of sites `0, …, n`
  have hcard : ((range (n + 1)).image (fun k : ℕ => (k : ZMod N))).card = n + 1 := by
    rw [Finset.card_image_of_injOn, Finset.card_range]
    intro i hi j hj hij
    have hi' : i < n + 1 := by simpa using hi
    have hj' : j < n + 1 := by simpa using hj
    have hm := (ZMod.natCast_eq_natCast_iff' i j N).1 hij
    rwa [Nat.mod_eq_of_lt (by omega), Nat.mod_eq_of_lt (by omega)] at hm
  have hb := two_mul_card_le σ hmix ((range (n + 1)).image (fun k : ℕ => (k : ZMod N))) (by
    intro a ha b hb hab
    obtain ⟨i, hi, rfl⟩ := Finset.mem_image.1 ha
    obtain ⟨j, hj, rfl⟩ := Finset.mem_image.1 hb
    have hi' := Finset.mem_range.1 hi
    have hj' := Finset.mem_range.1 hj
    rcases lt_trichotomy i j with hij | hij | hij
    · rw [← neg_sub, pairCorr_neg]
      exact key j i hij (by omega)
    · exact absurd (by rw [hij]) hab
    · exact key i j hij (by omega))
  rwa [hcard, ZMod.card] at hb
```

The condition n < N is convenient for the proof but excludes no case. If n ≥ N, the shift N would be among those prescribed. It is zero in the chain, so the hypothesis would demand that the mean of σ² equal m², which no mixed decoration satisfies.

## Eight sites that attain the bound

The factor two cannot be raised for all cells at once, as a chain of eight spins shows. Its values at the sites 0 to 7 are + − + − + − − +, and W consists of the sites 0, 2, 4 and 6.

```lean
/-- The eight-site periodic chain of spins `+ - + - + - - +`. -/
def chain8 (x : ZMod 8) : ℤ := if x = 1 ∨ x = 3 ∨ x = 5 ∨ x = 6 then -1 else 1
```

The chain has four spins of each sign, so m = 0. The nonzero differences within W are 2, 4 and 6. At the shift 2, the products σ(x)σ(x + 2) for x = 0, …, 7 are

+ + + + − − − −

and they sum to zero. At the shift 4 they are

+ + − − + + − −

with the same sum, and the shift 6 is the opposite of the shift 2. All three correlations equal m² = 0, and 2|W| = 8 = N.

The theorem states these three facts together: the chain is mixed, its correlations match, and W holds exactly half of the sites. The spins are defined as integers, so that `decide +kernel` can evaluate the finite sums; the results are then carried over to the real numbers used in `mean` and `pairCorr`.

```lean
/-- The chain `+ - + - + - - +` is non-uniform and has the random pair correlation at all
nonzero differences of the sites `0, 2, 4, 6`, which are exactly half of its sites. -/
theorem chain8_witness :
    (∃ x y, (chain8 x : ℝ) ≠ chain8 y) ∧
    (∀ a ∈ ({0, 2, 4, 6} : Finset (ZMod 8)), ∀ b ∈ ({0, 2, 4, 6} : Finset (ZMod 8)), a ≠ b →
      pairCorr (fun x => (chain8 x : ℝ)) (a - b) = mean (fun x => (chain8 x : ℝ)) ^ 2) ∧
    2 * ({0, 2, 4, 6} : Finset (ZMod 8)).card = Fintype.card (ZMod 8) := by
  refine ⟨⟨0, 1, ?_⟩, ?_, by decide +kernel⟩
  · have h : chain8 0 ≠ chain8 1 := by decide +kernel
    exact_mod_cast h
  · -- the mean and the required correlations all vanish, by counting in the integers
    have hm : ∑ x, chain8 x = 0 := by decide +kernel
    have hc : ∀ a ∈ ({0, 2, 4, 6} : Finset (ZMod 8)), ∀ b ∈ ({0, 2, 4, 6} : Finset (ZMod 8)),
        a ≠ b → ∑ x, chain8 x * chain8 (x + (a - b)) = 0 := by decide +kernel
    intro a ha b hb hab
    have hm' : ∑ x, (chain8 x : ℝ) = 0 := by exact_mod_cast hm
    have hc' : ∑ x, (chain8 x : ℝ) * (chain8 (x + (a - b)) : ℝ) = 0 := by
      exact_mod_cast hc a ha b hb hab
    show (∑ x, (chain8 x : ℝ) * (chain8 (x + (a - b)) : ℝ)) / (Fintype.card (ZMod 8) : ℝ)
      = ((∑ x, (chain8 x : ℝ)) / (Fintype.card (ZMod 8) : ℝ)) ^ 2
    rw [hm', hc', zero_div]
    norm_num

end

end CellSizeBounds
```

```lean
#print axioms CellSizeBounds.card_add_card_le
#print axioms CellSizeBounds.card_add_one_le
#print axioms CellSizeBounds.chain_bound
```

```
'CellSizeBounds.card_add_card_le' depends on axioms: [propext, Classical.choice, Quot.sound]
'CellSizeBounds.card_add_one_le' depends on axioms: [propext, Classical.choice, Quot.sound]
'CellSizeBounds.chain_bound' depends on axioms: [propext, Classical.choice, Quot.sound]
```

## Use in choosing a supercell

When special quasirandom structures are built for electronic-structure calculations on alloys, the bound excludes supercells that are too small to reproduce the random pair correlations exactly at all differences within W, for one site per primitive cell. It is a necessary condition: a cell with 2|W| or more sites may still admit no suitable decoration. The correlation must match at each shift separately. The bound does not apply to a search that matches only averages over symmetry-equivalent shifts, which is the usual criterion for special quasirandom structures. On a square lattice, for example, alternating columns of +1 and −1 fit into a cell of two sites and have m = 0. Their correlations at the nearest-neighbour shifts across and along the columns are −1 and +1, and the average is the random value 0. If each shift is matched separately but deviations from m² are accepted, a search can succeed in a cell with N < 2|W| only if its tolerance is at least v/(N − 1), where v = C(0)/N is the variance of the decoration. In such a cell every nonzero shift is a difference within W, and the N − 1 deviations Π(r) − m² add up to −v.
